# Helium partial waves: for increments $(l+\tfrac12)^{-4}$, the tail's relative departure from the inverse-cube law is at most $1/(2X^2)$

Each partial wave $l$ of the helium ground state is represented here by the leading term of its correlation-energy increment alone. In units of the leading amplitude, its magnitude is $(l+\tfrac12)^{-4}$. Higher inverse powers are left out, and every retained wave is taken to be radially complete. For helium, a correlation-consistent basis of cardinal number $X$ keeps $l<X$, so the missing energy and the law it is compared with are

$$T(X)=\sum_{l\ge X}\frac1{(l+\frac12)^4},\qquad C(X)=\frac1{3X^3}.$$

For every integer $X\ge1$,

$$C(X)-\frac1{6X^5}\le T(X)\le C(X),$$

and the relative departure $\delta=(C-T)/C$ satisfies

$$\frac1{2X^2}-\frac7{16X^4}\le\delta(X)\le\frac1{2X^2}.$$

Within this leading-term model, and with the prefactor fixed at one third of the leading amplitude, the result bounds the error of the $X^{-3}$ form used in basis-set extrapolation, as a fraction of the value that the form itself gives. It is not a bound on an extrapolated energy, and an omitted term in $(l+\tfrac12)^{-5}$ would add a departure of order $1/X$.

## Telescoping bounds by hand

For $x>0$ put $u=x(x+1)$, so that $(x+\frac12)^4=(4u+1)^2/16$. Define

$$G_3=\frac1{3x^3},\qquad G_5=G_3-\frac1{6x^5},\qquad G_7=G_5+\frac7{48x^7},$$

and write $\Delta G=G(x)-G(x+1)$ for the drop over one step. The differences $(x+1)^p-x^p$ for $p=3,5,7$ are $3u+1$, $5u^2+5u+1$ and $7u^3+14u^2+7u+1$. Over common denominators,

$$\Delta G_3-\frac{16}{(4u+1)^2}=\frac{40u^2+11u+1}{3u^3(4u+1)^2},$$

$$\frac{16}{(4u+1)^2}-\Delta G_5=\frac{98u^3+59u^2+13u+1}{6u^5(4u+1)^2},$$

$$\Delta G_7-\frac{16}{(4u+1)^2}=\frac{1488u^4+1513u^3+594u^2+105u+7}{48u^7(4u+1)^2}.$$

All three are positive. Summing the drops from $X$ to $X+n-1$ gives $G(X)-G(X+n)$. With $G_3$ this bounds the partial sums by $C(X)$; since the terms are positive, the series converges. Letting $n\to\infty$ then gives

$$G_5(X)\le T(X)\le G_3(X),\qquad T(X)\le G_7(X).$$

Hence $1/(6X^5)-7/(48X^7)\le C-T\le1/(6X^5)$. Multiplication by $1/C=3X^3$ gives the bounds on $\delta$. Multiplying these by $X^2$ squeezes $X^2\delta(X)$ to $\frac12$, so no smaller constant works for all $X$.

Telescoping also treats increments $(l+\frac12)^{-6}$, the leading decay for triplet pairs; this remark is not formalised below. For $l\ge1$ the function $x^{-6}$ is convex on $[l,l+1]$, so its value at the midpoint $l+\tfrac12$ is at most its mean over that interval, which is the drop of $1/(5x^5)$, so their tail is at most $1/(5X^5)$.

## The model in Lean

The definitions use real values and natural-number indices.

```lean
import Mathlib

open Filter Topology

namespace HeliumPartialWaveDeparture

noncomputable section

/-- Magnitude of the energy increment of partial wave `l`, in units of the leading amplitude. -/
def increment (l : ℕ) : ℝ := 1 / ((l : ℝ) + 1 / 2) ^ 4
```

The summation index `k` counts from the first missing wave, $l=X+k$.

```lean
/-- The energy missing when only the partial waves `l < X` are kept. -/
def tail (X : ℕ) : ℝ := ∑' k : ℕ, increment (X + k)

/-- The inverse-cube law for the missing energy. -/
def cubeLaw (X : ℕ) : ℝ := 1 / (3 * (X : ℝ) ^ 3)
```

A positive `departure` means that the law overestimates the missing energy.

```lean
/-- Relative departure of the missing energy from the inverse-cube law. -/
def departure (X : ℕ) : ℝ := (cubeLaw X - tail X) / cubeLaw X
```

## Three one-step inequalities

Each `key` is one of the displayed identities, with $(2x+1)^4$ for $(4u+1)^2$. `field_simp` and `ring` verify it, and `positivity` reads off the sign.

```lean
/-- One increment is at most the drop of the inverse-cube law over one step. -/
theorem step_cube (x : ℝ) (hx : 0 < x) :
    1 / (x + 1 / 2) ^ 4 ≤ 1 / (3 * x ^ 3) - 1 / (3 * (x + 1) ^ 3) := by
  have key : 1 / (3 * x ^ 3) - 1 / (3 * (x + 1) ^ 3) - 1 / (x + 1 / 2) ^ 4
      = (40 * (x * (x + 1)) ^ 2 + 11 * (x * (x + 1)) + 1)
        / (3 * (x * (x + 1)) ^ 3 * (2 * x + 1) ^ 4) := by
    rw [show x + 1 / 2 = (2 * x + 1) / 2 by ring]
    field_simp
    ring
  rw [← sub_nonneg, key]
  positivity

/-- One increment is at least the drop of the law corrected by its inverse-fifth-power term. -/
theorem step_fifth (x : ℝ) (hx : 0 < x) :
    (1 / (3 * x ^ 3) - 1 / (6 * x ^ 5)) - (1 / (3 * (x + 1) ^ 3) - 1 / (6 * (x + 1) ^ 5))
      ≤ 1 / (x + 1 / 2) ^ 4 := by
  have key : 1 / (x + 1 / 2) ^ 4 - ((1 / (3 * x ^ 3) - 1 / (6 * x ^ 5))
        - (1 / (3 * (x + 1) ^ 3) - 1 / (6 * (x + 1) ^ 5)))
      = (98 * (x * (x + 1)) ^ 3 + 59 * (x * (x + 1)) ^ 2 + 13 * (x * (x + 1)) + 1)
        / (6 * (x * (x + 1)) ^ 5 * (2 * x + 1) ^ 4) := by
    rw [show x + 1 / 2 = (2 * x + 1) / 2 by ring]
    field_simp
    ring
  rw [← sub_nonneg, key]
  positivity

/-- One increment is at most the drop of the law corrected through the inverse seventh power. -/
theorem step_seventh (x : ℝ) (hx : 0 < x) :
    1 / (x + 1 / 2) ^ 4 ≤ (1 / (3 * x ^ 3) - 1 / (6 * x ^ 5) + 7 / (48 * x ^ 7))
      - (1 / (3 * (x + 1) ^ 3) - 1 / (6 * (x + 1) ^ 5) + 7 / (48 * (x + 1) ^ 7)) := by
  have key : (1 / (3 * x ^ 3) - 1 / (6 * x ^ 5) + 7 / (48 * x ^ 7))
      - (1 / (3 * (x + 1) ^ 3) - 1 / (6 * (x + 1) ^ 5) + 7 / (48 * (x + 1) ^ 7))
      - 1 / (x + 1 / 2) ^ 4
      = (1488 * (x * (x + 1)) ^ 4 + 1513 * (x * (x + 1)) ^ 3 + 594 * (x * (x + 1)) ^ 2
          + 105 * (x * (x + 1)) + 7) / (48 * (x * (x + 1)) ^ 7 * (2 * x + 1) ^ 4) := by
    rw [show x + 1 / 2 = (2 * x + 1) / 2 by ring]
    field_simp
    ring
  rw [← sub_nonneg, key]
  positivity
```

## From steps to the infinite tail

Induction on the number of terms proves the telescoped bound `tele`. Bounded partial sums of nonnegative terms give summability.

```lean
/-- The increments from partial wave `X ≥ 1` on have a finite sum. -/
theorem summable_increment (X : ℕ) (hX : 1 ≤ X) :
    Summable (fun k : ℕ => increment (X + k)) := by
  have tele : ∀ n : ℕ, ∑ k ∈ Finset.range n, increment (X + k)
      ≤ cubeLaw X - cubeLaw (X + n) := by
    intro n
    induction n with
    | zero => simp
    | succ n ih =>
      have h : increment (X + n) ≤ cubeLaw (X + n) - cubeLaw (X + n + 1) := by
        have hp : (0 : ℝ) < ((X + n : ℕ) : ℝ) := Nat.cast_pos.mpr (by omega)
        have hs := step_cube _ hp
        unfold increment cubeLaw
        rw [Nat.cast_add_one (X + n)]
        exact hs
      rw [Finset.sum_range_succ]
      change _ ≤ cubeLaw X - cubeLaw (X + n + 1)
      linarith
  refine summable_of_sum_range_le (c := cubeLaw X)
    (fun k => by unfold increment; positivity) (fun n => (tele n).trans ?_)
  have : 0 ≤ cubeLaw (X + n) := by unfold cubeLaw; positivity
  linarith
```

The passage to the infinite sum turns on `le_of_tendsto_of_tendsto'`: if two sequences converge and the first is at most the second at every index, their limits are ordered the same way. Here one sequence is the partial sums and the other is $G(X)-G(X+n)$. Summability supplies the first limit through `tendsto_sum_nat`; without it, Lean's infinite sum would default to zero.

```lean
/-- If every increment with `l ≥ 1` is at most (at least) the drop of a function `G` that vanishes
at infinity, then the tail from `X ≥ 1` is at most (at least) `G X`. -/
theorem tail_compare (G : ℕ → ℝ) (hG : Tendsto G atTop (𝓝 0)) (X : ℕ) (hX : 1 ≤ X) :
    ((∀ l, 1 ≤ l → increment l ≤ G l - G (l + 1)) → tail X ≤ G X) ∧
    ((∀ l, 1 ≤ l → G l - G (l + 1) ≤ increment l) → G X ≤ tail X) := by
  have hsum := (summable_increment X hX).hasSum.tendsto_sum_nat
  have hshift : Tendsto (fun n : ℕ => G (X + n)) atTop (𝓝 0) :=
    hG.comp (tendsto_atTop_mono (fun n => Nat.le_add_left n X) tendsto_id)
  have hlim : Tendsto (fun n : ℕ => G X - G (X + n)) atTop (𝓝 (G X)) := by
    have h := (tendsto_const_nhds (x := G X)).sub hshift
    rw [sub_zero] at h
    exact h
  -- the drops of `G` telescope
  constructor
  · intro h
    refine le_of_tendsto_of_tendsto' hsum hlim (fun n => ?_)
    induction n with
    | zero => simp
    | succ n ih =>
      have hs := h (X + n) (by omega)
      rw [Finset.sum_range_succ]
      change _ ≤ G X - G (X + n + 1)
      linarith
  · intro h
    refine le_of_tendsto_of_tendsto' hlim hsum (fun n => ?_)
    induction n with
    | zero => simp
    | succ n ih =>
      have hs := h (X + n) (by omega)
      rw [Finset.sum_range_succ]
      change G X - G (X + n + 1) ≤ _
      linarith
```

The next lemma shows that each term of the comparison functions vanishes at infinity.

```lean
/-- A constant over a positive multiple of a positive power of `l` vanishes for large `l`. -/
lemma tendsto_power (a b : ℝ) (hb : 0 < b) (p : ℕ) (hp : p ≠ 0) :
    Tendsto (fun l : ℕ => a / (b * (l : ℝ) ^ p)) atTop (𝓝 0) :=
  tendsto_const_nhds.div_atTop
    (Tendsto.const_mul_atTop hb ((tendsto_pow_atTop hp).comp tendsto_natCast_atTop_atTop))
```

Applying the comparison to $G_5$ and $G_3$ gives the two sides of the tail bound.

```lean
/-- For `X ≥ 1` the sum of `(l + 1/2)⁻⁴` over `l ≥ X` lies between `1/(3X³) - 1/(6X⁵)` and
`1/(3X³)`. -/
theorem tail_bounds (X : ℕ) (hX : 1 ≤ X) :
    1 / (3 * (X : ℝ) ^ 3) - 1 / (6 * (X : ℝ) ^ 5) ≤ tail X ∧
      tail X ≤ 1 / (3 * (X : ℝ) ^ 3) := by
  have h3 := tendsto_power 1 3 (by norm_num) 3 (by norm_num)
  have h35 := h3.sub (tendsto_power 1 6 (by norm_num) 5 (by norm_num))
  rw [sub_zero] at h35
  constructor
  · refine (tail_compare _ h35 X hX).2 (fun l hl => ?_)
    simp only [increment, Nat.cast_add, Nat.cast_one]
    exact step_fifth _ (Nat.cast_pos.mpr hl)
  · refine (tail_compare _ h3 X hX).1 (fun l hl => ?_)
    simp only [increment, Nat.cast_add, Nat.cast_one]
    exact step_cube _ (Nat.cast_pos.mpr hl)
```

## The relative departure and its limit

The sharper bound `hup` comes from $G_7$. Since `cubeLaw X` is positive, the division can be cleared, leaving linear inequalities in the tail.

```lean
/-- For `X ≥ 1` the relative departure from the inverse-cube law is at most `1/(2X²)`, and falls
short of this value by at most `7/(16X⁴)`. -/
theorem departure_bounds (X : ℕ) (hX : 1 ≤ X) :
    1 / (2 * (X : ℝ) ^ 2) - 7 / (16 * (X : ℝ) ^ 4) ≤ departure X ∧
      departure X ≤ 1 / (2 * (X : ℝ) ^ 2) := by
  have hx : (0 : ℝ) < X := Nat.cast_pos.mpr hX
  have hc : 0 < cubeLaw X := by unfold cubeLaw; positivity
  have hlow := (tail_bounds X hX).1
  -- the sharper upper bound on the tail
  have h7 := ((tendsto_power 1 3 (by norm_num) 3 (by norm_num)).sub
    (tendsto_power 1 6 (by norm_num) 5 (by norm_num))).add
    (tendsto_power 7 48 (by norm_num) 7 (by norm_num))
  rw [sub_zero, add_zero] at h7
  have hup : tail X ≤ 1 / (3 * (X : ℝ) ^ 3) - 1 / (6 * (X : ℝ) ^ 5)
      + 7 / (48 * (X : ℝ) ^ 7) := by
    refine (tail_compare _ h7 X hX).1 (fun l hl => ?_)
    simp only [increment, Nat.cast_add, Nat.cast_one]
    exact step_seventh _ (Nat.cast_pos.mpr hl)
  unfold departure
  constructor
  · rw [le_div_iff₀ hc]
    have e : (1 / (2 * (X : ℝ) ^ 2) - 7 / (16 * (X : ℝ) ^ 4)) * cubeLaw X
        = 1 / (6 * (X : ℝ) ^ 5) - 7 / (48 * (X : ℝ) ^ 7) := by unfold cubeLaw; ring
    rw [e]
    unfold cubeLaw
    linarith
  · rw [div_le_iff₀ hc]
    have e : 1 / (2 * (X : ℝ) ^ 2) * cubeLaw X = 1 / (6 * (X : ℝ) ^ 5) := by
      unfold cubeLaw; ring
    rw [e]
    unfold cubeLaw
    linarith
```

The limit follows by squeezing, with the bounds needed only from $X=1$ on.

```lean
/-- `X²` times the relative departure tends to `1/2`. -/
theorem departure_limit :
    Tendsto (fun X : ℕ => (X : ℝ) ^ 2 * departure X) atTop (𝓝 (1 / 2)) := by
  have h := (tendsto_const_nhds (x := (1 / 2 : ℝ))).sub
    (tendsto_power 7 16 (by norm_num) 2 (by norm_num))
  rw [sub_zero] at h
  refine tendsto_of_tendsto_of_tendsto_of_le_of_le' h tendsto_const_nhds ?_ ?_
  · filter_upwards [eventually_ge_atTop 1] with X hX
    have hx : (0 : ℝ) < X := Nat.cast_pos.mpr hX
    have e : 1 / 2 - 7 / (16 * (X : ℝ) ^ 2)
        = (X : ℝ) ^ 2 * (1 / (2 * (X : ℝ) ^ 2) - 7 / (16 * (X : ℝ) ^ 4)) := by
      field_simp
    rw [e]
    exact mul_le_mul_of_nonneg_left (departure_bounds X hX).1 (by positivity)
  · filter_upwards [eventually_ge_atTop 1] with X hX
    have hx : (0 : ℝ) < X := Nat.cast_pos.mpr hX
    have e : (1 / 2 : ℝ) = (X : ℝ) ^ 2 * (1 / (2 * (X : ℝ) ^ 2)) := by
      field_simp
    rw [e]
    exact mul_le_mul_of_nonneg_left (departure_bounds X hX).2 (by positivity)
```

At $X=2$ and $X=5$ the upper bound equals 12.5 and 2 percent. These are ceilings on the model's departure, not its exact values.

```lean
/-- The relative departure is at most 12.5 percent at `X = 2` and at most 2 percent at `X = 5`. -/
theorem departure_double_quintuple :
    departure 2 ≤ 12.5 / 100 ∧ departure 5 ≤ 2 / 100 := by
  have h2 := (departure_bounds 2 (by norm_num)).2
  have h5 := (departure_bounds 5 (by norm_num)).2
  constructor
  · exact h2.trans (by norm_num)
  · exact h5.trans (by norm_num)

end

end HeliumPartialWaveDeparture
```

```lean
#print axioms HeliumPartialWaveDeparture.departure_bounds
-- 'HeliumPartialWaveDeparture.departure_bounds' depends on axioms: [propext, Classical.choice, Quot.sound]
#print axioms HeliumPartialWaveDeparture.departure_limit
-- 'HeliumPartialWaveDeparture.departure_limit' depends on axioms: [propext, Classical.choice, Quot.sound]
#print axioms HeliumPartialWaveDeparture.departure_double_quintuple
-- 'HeliumPartialWaveDeparture.departure_double_quintuple' depends on axioms: [propext, Classical.choice, Quot.sound]
```
